# On [0,1], a function with slope at most M in modulus has a level-j Haar detail of L² norm at most M 2^(-j)/4

A Haar expansion cut off at some level drops the details of all finer levels. Small details at the last level kept don't show that the dropped ones are small, since a function can have zero detail at one level and a large one at the next. A bound on the slope limits the detail at every level.

## The bounds and their use in refinement

Let f be differentiable on [0,1] with |f'| ≤ M. Level j = 0, 1, 2, … divides the interval into 2^j cells, numbered k = 0, …, 2^j − 1. Write δ = 2^(-j)/2 for half a cell length and a = 2kδ for the left end of cell k. The Haar wavelet ψ_jk is √(2^j) on (a, a+δ], −√(2^j) on (a+δ, a+2δ], and zero elsewhere. With the coefficient d_jk = ∫₀¹ f ψ_jk dx and the detail D_j = Σ_k d_jk ψ_jk,

|d_jk| ≤ M 2^(-3j/2)/4

∫₀¹ D_j² dx ≤ M² 4^(-j)/16.

Both are equalities for f(x) = c + Mx with M ≥ 0.

In a multiresolution code for orbitals or densities, bounds of this kind can give a level that is sure to bring the details below a tolerance, though a coarser level may already do so. The bounds here are for one real function of one variable with a known slope bound.

## From the slope to the coefficient and the norm

Inserting the two values of the wavelet and shifting the right half cell onto the left gives

d_jk = √(2^j) [∫_a^(a+δ) f(x) dx − ∫_(a+δ)^(a+2δ) f(x) dx]

= √(2^j) ∫_a^(a+δ) [f(x) − f(x+δ)] dx.

By the mean value inequality the integrand has modulus at most Mδ, and the interval has length δ. Hence

|d_jk| ≤ √(2^j) M δ² = M 2^(j/2) 2^(-2j)/4 = M 2^(-3j/2)/4.

For f(x) = c + Mx the integrand is the constant −Mδ, so d_jk = −M 2^(-3j/2)/4.

Wavelets on different cells of one level have zero product, so D_j² has no cross terms. Each ψ_jk² equals 2^j on a cell of length 2^(-j) and integrates to 1. Therefore

∫₀¹ D_j² dx = Σ_k d_jk² ≤ 2^j · M² 2^(-3j)/16 = M² 4^(-j)/16,

again with equality for the affine function.

At the coarsest level, j = 0, there is one cell. For f(x) = Mx the coefficient is M/8 − 3M/8 = −M/4, and the squared norm is M²/16.

## The Lean file

```lean
import Mathlib

open MeasureTheory Set

namespace HaarDetailDecay

noncomputable section

/-- Half the length of a dyadic cell of level `j`. -/
def halfCell (j : ℕ) : ℝ := 1 / (2 * 2 ^ j)

/-- The Haar wavelet of level `j` on cell `k`: the constant `√(2^j)` on the left half of the cell,
its negative on the right half, and zero elsewhere. -/
def haar (j k : ℕ) (x : ℝ) : ℝ := √((2 : ℝ) ^ j) *
  ((Ioc (2 * k * halfCell j) ((2 * k + 1) * halfCell j)).indicator (fun _ => 1) x -
    (Ioc ((2 * k + 1) * halfCell j) ((2 * k + 2) * halfCell j)).indicator (fun _ => 1) x)

/-- The Haar coefficient of `f`: its overlap with a wavelet on the unit interval. -/
def haarCoeff (f : ℝ → ℝ) (j k : ℕ) : ℝ := ∫ x in (0 : ℝ)..1, f x * haar j k x

/-- The level-`j` detail of `f`: the sum of its Haar components over the cells of that level. -/
def haarDetail (f : ℝ → ℝ) (j : ℕ) (x : ℝ) : ℝ :=
  ∑ k ∈ Finset.range (2 ^ j), haarCoeff f j k * haar j k x

/-- The half cell has positive length, and `2^j` full cells have total length one. -/
theorem halfCell_spec (j : ℕ) : 0 < halfCell j ∧ 2 * halfCell j * 2 ^ j = 1 := by
  unfold halfCell
  exact ⟨by positivity, by field_simp⟩

/-- The cells numbered below `2^j` lie in the unit interval. -/
theorem cell_bounds {j k : ℕ} (hk : k < 2 ^ j) :
    0 ≤ 2 * (k : ℝ) * halfCell j ∧ (2 * (k : ℝ) + 2) * halfCell j ≤ 1 := by
  obtain ⟨hδ, hP⟩ := halfCell_spec j
  have hk1 : (k : ℝ) + 1 ≤ 2 ^ j := by exact_mod_cast Nat.succ_le_of_lt hk
  have hb := mul_le_mul_of_nonneg_right hk1 hδ.le
  exact ⟨mul_nonneg (by positivity) hδ.le, by linarith⟩

/-- Haar wavelets on different cells of one level have zero product; the square of a wavelet is
`2^j` on its cell and zero outside. -/
theorem haar_mul_haar (j k l : ℕ) (x : ℝ) :
    haar j k x * haar j l x = if k = l then
      (Ioc (2 * k * halfCell j) ((2 * k + 2) * halfCell j)).indicator
        (fun _ => (2 : ℝ) ^ j) x else 0 := by
  have hδ := (halfCell_spec j).1
  have key : ∀ k l : ℕ, k < l → haar j k x * haar j l x = 0 := by
    intro k l h
    have h1 : (k : ℝ) + 1 ≤ l := by exact_mod_cast h
    have h2 := mul_le_mul_of_nonneg_right h1 hδ.le
    by_cases hx : x ≤ 2 * l * halfCell j
    · rw [haar, haar, indicator_of_notMem (s := Ioc (2 * l * halfCell j) _)
        (fun h => by linarith [h.1]), indicator_of_notMem
        (s := Ioc ((2 * l + 1) * halfCell j) _) (fun h => by linarith [h.1])]
      ring
    · rw [haar, indicator_of_notMem (fun h => by linarith [h.2]),
        indicator_of_notMem (fun h => by linarith [h.2])]
      ring
  rcases lt_trichotomy k l with h | rfl | h
  · rw [if_neg h.ne, key k l h]
  · have hr := Real.mul_self_sqrt (show (0 : ℝ) ≤ 2 ^ j by positivity)
    have h1 : 2 * (k : ℝ) * halfCell j < (2 * k + 1) * halfCell j := by linarith
    have h2 : (2 * (k : ℝ) + 1) * halfCell j < (2 * k + 2) * halfCell j := by linarith
    simp only [haar, indicator_apply, mem_Ioc, if_true]
    split_ifs <;> grind
  · rw [if_neg h.ne', mul_comm, key l k h]

/-- Parseval's identity on one level: the squared norm of a combination of the Haar wavelets
of level `j` is the sum of its squared coefficients. -/
theorem haar_level_parseval (j : ℕ) (c : ℕ → ℝ) :
    ∫ x in (0 : ℝ)..1, (∑ k ∈ Finset.range (2 ^ j), c k * haar j k x) ^ 2 =
      ∑ k ∈ Finset.range (2 ^ j), c k ^ 2 := by
  obtain ⟨hδ, hP⟩ := halfCell_spec j
  -- cross terms vanish pointwise
  have hsq : ∀ x, (∑ k ∈ Finset.range (2 ^ j), c k * haar j k x) ^ 2 =
      ∑ k ∈ Finset.range (2 ^ j), c k ^ 2 *
        (Ioc (2 * k * halfCell j) ((2 * k + 2) * halfCell j)).indicator
          (fun _ => (2 : ℝ) ^ j) x := by
    intro x
    rw [sq, Finset.sum_mul_sum]
    refine Finset.sum_congr rfl fun k hk => ?_
    rw [Finset.sum_eq_single k]
    · have h := haar_mul_haar j k k x
      rw [if_pos rfl] at h
      linear_combination c k ^ 2 * h
    · intro l _ hl
      have h := haar_mul_haar j k l x
      rw [if_neg hl.symm] at h
      linear_combination c k * c l * h
    · exact fun h => absurd hk h
  have hc : Integrable (fun _ : ℝ => (2 : ℝ) ^ j) (volume.restrict (Ioc (0 : ℝ) 1)) :=
    integrable_const _
  simp only [hsq]
  rw [intervalIntegral.integral_of_le zero_le_one,
    integral_finsetSum _ (fun k _ => (hc.indicator measurableSet_Ioc).const_mul _)]
  refine Finset.sum_congr rfl fun k hk => ?_
  obtain ⟨ha, hb⟩ := cell_bounds (Finset.mem_range.1 hk)
  -- each wavelet has unit norm
  rw [integral_const_mul, setIntegral_indicator measurableSet_Ioc,
    inter_eq_self_of_subset_right (Ioc_subset_Ioc ha hb),
    ← intervalIntegral.integral_of_le (by linarith), intervalIntegral.integral_const,
    smul_eq_mul]
  linear_combination c k ^ 2 * hP

/-- For `f` continuous on the unit interval and `k < 2^j`, the Haar coefficient on cell `k` is
`√(2^j)` times the integral, over the left half of the cell, of `f` at a point minus `f` half a cell
further right. -/
theorem haarCoeff_eq {f : ℝ → ℝ} (hf : ContinuousOn f (Icc 0 1)) {j k : ℕ} (hk : k < 2 ^ j) :
    haarCoeff f j k = √((2 : ℝ) ^ j) *
      ∫ x in (2 * k * halfCell j)..((2 * k + 1) * halfCell j), (f x - f (x + halfCell j)) := by
  have hδ := (halfCell_spec j).1
  obtain ⟨ha, hb⟩ := cell_bounds hk
  have ham : 2 * (k : ℝ) * halfCell j ≤ (2 * k + 1) * halfCell j := by linarith
  have hw : ∀ x, f x * haar j k x = √((2 : ℝ) ^ j) *
      ((Ioc (2 * k * halfCell j) ((2 * k + 1) * halfCell j)).indicator f x -
        (Ioc ((2 * k + 1) * halfCell j) ((2 * k + 2) * halfCell j)).indicator f x) := by
    intro x
    simp only [haar, indicator_apply]
    split_ifs <;> ring
  have hint : Integrable f (volume.restrict (Ioc (0 : ℝ) 1)) :=
    hf.integrableOn_Icc.mono_set Ioc_subset_Icc_self
  have i1 : IntervalIntegrable f volume (2 * k * halfCell j) ((2 * k + 1) * halfCell j) :=
    ContinuousOn.intervalIntegrable_of_Icc ham (hf.mono (Icc_subset_Icc ha (by linarith)))
  have i2 : IntervalIntegrable (fun x => f (x + halfCell j)) volume
      (2 * k * halfCell j) ((2 * k + 1) * halfCell j) :=
    ContinuousOn.intervalIntegrable_of_Icc ham
      (hf.comp (by fun_prop : ContinuousOn (fun x : ℝ => x + halfCell j) _)
        (fun x hx => show x + halfCell j ∈ Icc (0 : ℝ) 1 from
          ⟨by linarith [hx.1], by linarith [hx.2]⟩))
  -- shift the right half cell onto the left one
  rw [intervalIntegral.integral_sub i1 i2, intervalIntegral.integral_comp_add_right f,
    show 2 * (k : ℝ) * halfCell j + halfCell j = (2 * k + 1) * halfCell j by ring,
    show (2 * (k : ℝ) + 1) * halfCell j + halfCell j = (2 * k + 2) * halfCell j by ring,
    haarCoeff, intervalIntegral.integral_of_le zero_le_one]
  simp only [hw]
  rw [integral_const_mul, integral_sub (hint.indicator measurableSet_Ioc)
      (hint.indicator measurableSet_Ioc),
    setIntegral_indicator measurableSet_Ioc, setIntegral_indicator measurableSet_Ioc,
    inter_eq_self_of_subset_right (Ioc_subset_Ioc ha (by linarith)),
    inter_eq_self_of_subset_right (Ioc_subset_Ioc (by linarith) (by linarith)),
    ← intervalIntegral.integral_of_le ham, ← intervalIntegral.integral_of_le (by linarith)]

/-- The powers of two for one coefficient and for the `2^j` squared coefficients of a level. -/
theorem haar_scaling (j : ℕ) :
    √((2 : ℝ) ^ j) * halfCell j ^ 2 = (2 : ℝ) ^ (-(3 * (j : ℝ) / 2)) / 4 ∧
    (2 : ℝ) ^ j * ((2 : ℝ) ^ (-(3 * (j : ℝ) / 2)) / 4) ^ 2 = 1 / (16 * 4 ^ j) := by
  have h1 : √((2 : ℝ) ^ j) = (2 : ℝ) ^ ((j : ℝ) / 2) := by
    rw [Real.sqrt_eq_rpow, ← Real.rpow_natCast (2 : ℝ) j, ← Real.rpow_mul (by norm_num)]
    congr 1
    ring
  have h2 : halfCell j ^ 2 = (2 : ℝ) ^ (-(2 * (j : ℝ))) / 4 := by
    rw [Real.rpow_neg (by norm_num), mul_comm (2 : ℝ) (j : ℝ),
      Real.rpow_mul (by norm_num), Real.rpow_natCast, Real.rpow_two, halfCell]
    generalize (2 : ℝ) ^ j = P
    ring
  have h3 : √((2 : ℝ) ^ j) * halfCell j ^ 2 = (2 : ℝ) ^ (-(3 * (j : ℝ) / 2)) / 4 := by
    rw [h1, h2, ← mul_div_assoc, ← Real.rpow_add (by norm_num)]
    congr 2
    ring
  have h4 : (4 : ℝ) ^ j = 2 ^ j * 2 ^ j := by
    rw [← mul_pow]
    norm_num
  refine ⟨h3, ?_⟩
  rw [← h3, h4, eq_div_iff (by positivity), mul_pow, Real.sq_sqrt (by positivity)]
  calc _ = (2 * halfCell j * 2 ^ j) ^ 4 := by ring
    _ = 1 := by rw [(halfCell_spec j).2, one_pow]

/-- If `f` is differentiable on the unit interval with slope at most `M` in modulus, each of its
level-`j` Haar coefficients has modulus at most `M 2^(-3j/2) / 4`. -/
theorem abs_haarCoeff_le {f f' : ℝ → ℝ} {M : ℝ}
    (hf : ∀ x ∈ Icc (0 : ℝ) 1, HasDerivWithinAt f (f' x) (Icc 0 1) x)
    (hM : ∀ x ∈ Icc (0 : ℝ) 1, |f' x| ≤ M) {j k : ℕ} (hk : k < 2 ^ j) :
    |haarCoeff f j k| ≤ M * (2 : ℝ) ^ (-(3 * (j : ℝ) / 2)) / 4 := by
  have hδ := (halfCell_spec j).1
  obtain ⟨ha, hb⟩ := cell_bounds hk
  -- mean value inequality across half a cell
  have hbd : ∀ x ∈ uIoc (2 * k * halfCell j) ((2 * k + 1) * halfCell j),
      ‖f x - f (x + halfCell j)‖ ≤ M * halfCell j := by
    intro x hx
    rw [uIoc_of_le (by linarith)] at hx
    have h1 : x ∈ Icc (0 : ℝ) 1 := ⟨by linarith [hx.1], by linarith [hx.2]⟩
    have h2 : x + halfCell j ∈ Icc (0 : ℝ) 1 := ⟨by linarith [hx.1], by linarith [hx.2]⟩
    have h := (convex_Icc (0 : ℝ) 1).norm_image_sub_le_of_norm_hasDerivWithin_le hf hM h2 h1
    rwa [show x - (x + halfCell j) = -halfCell j by ring, norm_neg,
      Real.norm_of_nonneg hδ.le] at h
  have hI := intervalIntegral.norm_integral_le_of_norm_le_const hbd
  rw [show (2 * (k : ℝ) + 1) * halfCell j - 2 * k * halfCell j = halfCell j by ring,
    abs_of_pos hδ, Real.norm_eq_abs] at hI
  rw [haarCoeff_eq (fun x hx => (hf x hx).continuousWithinAt) hk, abs_mul,
    abs_of_nonneg (Real.sqrt_nonneg _)]
  refine (mul_le_mul_of_nonneg_left hI (Real.sqrt_nonneg _)).trans (le_of_eq ?_)
  linear_combination M * (haar_scaling j).1

/-- For an affine function of slope `M` and `k < 2^j`, the level-`j` Haar coefficient on cell `k` is
`-M 2^(-3j/2) / 4`. -/
theorem haarCoeff_affine (c M : ℝ) {j k : ℕ} (hk : k < 2 ^ j) :
    haarCoeff (fun x => c + M * x) j k = -(M * (2 : ℝ) ^ (-(3 * (j : ℝ) / 2)) / 4) := by
  rw [haarCoeff_eq (by fun_prop) hk]
  have h : ∀ x : ℝ, c + M * x - (c + M * (x + halfCell j)) = -(M * halfCell j) := by
    intro x
    ring
  simp only [h, intervalIntegral.integral_const, smul_eq_mul]
  linear_combination (-M) * (haar_scaling j).1

/-- If `f` is differentiable on the unit interval with slope at most `M` in modulus, its level-`j`
detail has squared norm at most `M² 4^(-j) / 16`. -/
theorem haarDetail_norm_sq_le {f f' : ℝ → ℝ} {M : ℝ}
    (hf : ∀ x ∈ Icc (0 : ℝ) 1, HasDerivWithinAt f (f' x) (Icc 0 1) x)
    (hM : ∀ x ∈ Icc (0 : ℝ) 1, |f' x| ≤ M) (j : ℕ) :
    ∫ x in (0 : ℝ)..1, haarDetail f j x ^ 2 ≤ M ^ 2 / (16 * 4 ^ j) := by
  simp only [haarDetail]
  rw [haar_level_parseval j (haarCoeff f j)]
  calc ∑ k ∈ Finset.range (2 ^ j), haarCoeff f j k ^ 2
      ≤ ∑ _k ∈ Finset.range (2 ^ j), (M * (2 : ℝ) ^ (-(3 * (j : ℝ) / 2)) / 4) ^ 2 := by
        refine Finset.sum_le_sum fun k hk => ?_
        rw [← sq_abs (haarCoeff f j k)]
        exact pow_le_pow_left₀ (abs_nonneg _)
          (abs_haarCoeff_le hf hM (Finset.mem_range.1 hk)) 2
    _ = M ^ 2 / (16 * 4 ^ j) := by
        rw [Finset.sum_const, Finset.card_range, nsmul_eq_mul, Nat.cast_pow, Nat.cast_ofNat]
        linear_combination M ^ 2 * (haar_scaling j).2

/-- For an affine function of slope `M`, the level-`j` detail has squared norm exactly
`M² 4^(-j) / 16`. -/
theorem haarDetail_norm_sq_affine (c M : ℝ) (j : ℕ) :
    ∫ x in (0 : ℝ)..1, haarDetail (fun x => c + M * x) j x ^ 2 = M ^ 2 / (16 * 4 ^ j) := by
  simp only [haarDetail]
  rw [haar_level_parseval j (haarCoeff (fun x => c + M * x) j),
    Finset.sum_congr rfl (fun k hk => by rw [haarCoeff_affine c M (Finset.mem_range.1 hk)]),
    Finset.sum_const, Finset.card_range, nsmul_eq_mul, Nat.cast_pow, Nat.cast_ofNat]
  linear_combination M ^ 2 * (haar_scaling j).2

end

end HaarDetailDecay
```

```lean
#print axioms HaarDetailDecay.haarDetail_norm_sq_le
-- 'HaarDetailDecay.haarDetail_norm_sq_le' depends on axioms: [propext, Classical.choice, Quot.sound]
#print axioms HaarDetailDecay.haarDetail_norm_sq_affine
-- 'HaarDetailDecay.haarDetail_norm_sq_affine' depends on axioms: [propext, Classical.choice, Quot.sound]
```

## What the theorems say about f

`halfCell j` is δ, `haar j k` is ψ_jk, and `haarCoeff` and `haarDetail` are d_jk and D_j. The function `f` is defined on all of ℝ, but only its values on [0,1] enter. The hypothesis `hf` gives it the derivative `f' x` at each point of the interval, one-sided at the ends, and `hM` bounds that derivative. Continuity of `f'` isn't required. A C¹ function on [0,1] meets both hypotheses with M the maximum of |f'|. The condition `k < 2 ^ j` keeps the cell inside [0,1]. The affine theorems allow any real `M` and fix the sign of the coefficient, which is negative for a rising function because the wavelet is positive on the left.

## How the lemmas divide the work

`haar_mul_haar` proves the pointwise products by comparing `k` with `l`, and `haar_level_parseval` uses them to remove the cross terms and integrate the squares, for arbitrary coefficients. `haarCoeff_eq` performs the shift by δ, using `cell_bounds` to stay inside the interval. `abs_haarCoeff_le` applies the mean value inequality and then bounds the integral by a constant times its length. `haar_scaling` supplies the powers of two. `haarCoeff_affine` evaluates the constant integrand, and the two `haarDetail_norm_sq` theorems sum over the 2^j cells.

## Limits for a running code

The coefficients are exact integrals in real numbers. Coefficients computed from point samples or in floating point can carry additional errors. The theorems treat one level at a time and give no total truncation error. Summing the norm bounds over the dropped levels would bound it, given that the Haar expansion converges to f in L², which isn't proved here. A function with a kink at an interior point of [0,1], such as e^(−|x − 1/2|), fails the differentiability hypothesis, so the theorems don't cover it. The bounds still hold for this function with M = 1, because the derivation by hand needs only |f(x) − f(y)| ≤ M|x − y| on [0,1]. Smoother wavelets and higher dimensions need their own estimates.
